# With symmetric stiffness and uniform friction, a linear flow scales the symplectic form by $e^{-\gamma t}$ and pairs its eigenvalues

## Phase-space area for one damped oscillator

Take one particle of unit mass with position $q$, momentum $p$, time-dependent stiffness $k(t)$ and friction rate $\gamma$:

$$q' = p,\qquad p' = -k(t)\,q-\gamma p .$$

Two solutions $(q_1,p_1)$ and $(q_2,p_2)$ span a parallelogram of signed area $W=q_1p_2-p_1q_2$. Its rate of change is

$$W' = p_1p_2+q_1(-kq_2-\gamma p_2)-(-kq_1-\gamma p_1)q_2-p_1p_2=-\gamma W .$$

The stiffness terms cancel, whatever $k(t)$ does, and $W(t)=e^{-\gamma t}W(0)$. Let $M(t)$ be the $2\times2$ matrix that takes initial data to the state at time $t$. Its columns are the solutions that start from $(1,0)$ and $(0,1)$, so $\det M(t)=e^{-\gamma t}$. The two eigenvalues multiply to this number: if $z$ is one of them, the other is $e^{-\gamma t}/z$.

For a numerical instance take $k=2$ and $\gamma=3$. Then $q''+3q'+2q=0$ has the solutions $e^{-t}$ and $e^{-2t}$, and matching the initial data gives

$$M(t)=\begin{pmatrix}2e^{-t}-e^{-2t} & e^{-t}-e^{-2t}\\ -2e^{-t}+2e^{-2t} & -e^{-t}+2e^{-2t}\end{pmatrix},\qquad
M(\ln 2)=\begin{pmatrix}3/4&1/4\\-1/2&0\end{pmatrix}.$$

The trace is $3/4$ and the determinant $1/8$, so the eigenvalues are $1/2$ and $1/4$. Their product is $1/8=e^{-3\ln 2}$.

## Several degrees of freedom

Now let $q$ and $p$ have $n$ components each, and let $K(t)$ be a real $n\times n$ matrix. Write

$$A(t)=\begin{pmatrix}0&1\\-K(t)&-\gamma\end{pmatrix},\qquad J=\begin{pmatrix}0&1\\-1&0\end{pmatrix},\qquad M'=AM,\quad M(0)=1 .$$

The number $x^TJy$ generalises the area $W$ to two phase-space vectors $x$ and $y$. The claims are these:

1. If $K(t)$ is symmetric at all times, then $M^TJM=e^{-\gamma t}J$.
2. If that law holds at all times, then $K(t)$ is symmetric at all times.
3. In the symmetric case every complex eigenvalue $z$ of $M(t)$ is nonzero, and $e^{-\gamma t}/z$ is an eigenvalue too.

**The scaling law.** Since $J$ is constant, the product rule gives $(M^TJM)'=M^T(A^TJ+JA)M$. Block multiplication yields

$$A^TJ+JA=\begin{pmatrix}K^T&0\\\gamma&1\end{pmatrix}+\begin{pmatrix}-K&-\gamma\\0&-1\end{pmatrix}=-\gamma J+D,\qquad D=\begin{pmatrix}K^T-K&0\\0&0\end{pmatrix}.$$

For symmetric $K$ the defect $D$ vanishes, so $(M^TJM)'=-\gamma M^TJM$. Hence $e^{\gamma t}M^TJM$ has zero derivative and keeps its initial value $J$.

**The converse.** If the law holds at all times, differentiating its right-hand side gives $-\gamma e^{-\gamma t}J=-\gamma M^TJM$. Comparison with the general derivative leaves $M^TDM=0$. With $c=e^{-\gamma t}$ and $J^2=-1$,

$$(-c^{-1}JM^TJ)M=-c^{-1}J(cJ)=1,$$

so $M$ is invertible. Therefore $D=0$ and $K^T=K$.

**The pairing.** Let $Mv=zv$ with $v\neq0$. Applying $M^TJM=cJ$ to $v$ gives $z\,M^T(Jv)=c\,Jv$. Here $Jv\ne0$, because $J^2v=-v$. The right-hand side is thus nonzero, which forces $z\neq0$, and $Jv$ is an eigenvector of $M^T$ with eigenvalue $c/z$. A matrix and its transpose have the same characteristic determinant, so $c/z$ is also an eigenvalue of $M$. When $z^2=c$, the partner is $z$ itself.

Take molecular dynamics without noise, with forces from a potential and one constant friction rate for all coordinates. In mass-weighted coordinates, small deviations from a trajectory obey these equations to first order, with $K(t)$ the mass-weighted Hessian of the potential along the trajectory. Within that linearised model, the scaling law offers a check on a numerically propagated $M(t)$.

## The equations of motion in Lean

The index type `n` is finite and labels the degrees of freedom. Phase space is indexed by `n ⊕ n`, positions first and momenta second.

```lean
import Mathlib

open Matrix

namespace ConformallySymplecticFriction

noncomputable section

variable {n : Type*} [Fintype n] [DecidableEq n]
```

The form $J$ is defined over any commutative ring, because it is needed over both the real and the complex numbers.

```lean
/-- The canonical symplectic matrix `J` on positions and momenta. -/
def sympl (n R : Type*) [DecidableEq n] [CommRing R] : Matrix (n ⊕ n) (n ⊕ n) R :=
  fromBlocks 0 1 (-1) 0
```

The generator is $A$ at one instant. Its lower right block, `(-γ) • 1`, stands for a drag proportional to momentum with the same rate in every degree of freedom; the single factor $e^{-\gamma t}$ rests on this uniformity. The sign of $\gamma$ is free, so amplification is included.

```lean
/-- The matrix of the linear equations of motion `q' = p`, `p' = -K q - γ p`. -/
def generator (K : Matrix n n ℝ) (γ : ℝ) : Matrix (n ⊕ n) (n ⊕ n) ℝ :=
  fromBlocks 0 1 (-K) ((-γ) • 1)
```

A fundamental matrix is described by its properties: it starts at the identity, and each entry has the derivative prescribed by $AM$ at every real time, past and future.

```lean
/-- `M` is the fundamental matrix of the damped motion: it starts at the identity and
each of its columns obeys the equations of motion. -/
structure IsFundamental (K : ℝ → Matrix n n ℝ) (γ : ℝ)
    (M : ℝ → Matrix (n ⊕ n) (n ⊕ n) ℝ) : Prop where
  init : M 0 = 1
  ode : ∀ t i j, HasDerivAt (fun s => M s i j) ((generator (K t) γ * M t) i j) t
```

The existence of such an $M$ is a hypothesis of the theorems. Continuity of $K$ would ordinarily be used to secure it, and is not otherwise needed. Symmetry of $K$ is a separate hypothesis, which says physically that the linear force comes from a quadratic potential $\tfrac12q^TKq$ at each instant.

An eigenvalue is defined by a nonzero eigenvector. In this definition `A` is any square matrix over a field, not the generator; the theorems apply it to $M(t)$.

```lean
/-- `z` is an eigenvalue of the matrix `A`. -/
def IsEigenvalue {m F : Type*} [Fintype m] [Field F] (A : Matrix m m F) (z : F) : Prop :=
  ∃ v : m → F, v ≠ 0 ∧ A *ᵥ v = z • v
```

## The algebra of $J$ and the defect

The identity $J^2=-1$ is checked block by block.

```lean
/-- The symplectic matrix squares to minus the identity. -/
theorem sympl_sq (R : Type*) [CommRing R] : sympl n R * sympl n R = -1 := by
  rw [sympl, fromBlocks_multiply, ← fromBlocks_one, fromBlocks_neg]
  congr 1 <;> simp
```

So is the formula $A^TJ+JA=-\gamma J+D$, here for an arbitrary $K$.

```lean
/-- The generator rescales the symplectic form at rate `-γ`, up to a term given by the
antisymmetric part of the stiffness matrix. -/
theorem generator_defect (K : Matrix n n ℝ) (γ : ℝ) :
    (generator K γ)ᵀ * sympl n ℝ + sympl n ℝ * generator K γ
      = (-γ) • sympl n ℝ + fromBlocks (Kᵀ - K) 0 0 0 := by
  simp only [generator, sympl, fromBlocks_transpose, fromBlocks_multiply,
    fromBlocks_smul, fromBlocks_add]
  congr 1 <;> simp [sub_eq_add_neg]
```

## The scaling law and its converse

Derivatives are taken entry by entry, so the matrix product rule is the scalar one summed over the inner index.

```lean
/-- The product rule for matrix curves, entry by entry. -/
theorem hasDerivAt_mul_entry {m : Type*} [Fintype m] {F G : ℝ → Matrix m m ℝ}
    {F' G' : Matrix m m ℝ} {t : ℝ}
    (hF : ∀ i j, HasDerivAt (fun s => F s i j) (F' i j) t)
    (hG : ∀ i j, HasDerivAt (fun s => G s i j) (G' i j) t) (i j : m) :
    HasDerivAt (fun s => (F s * G s) i j) ((F' * G t + F t * G') i j) t := by
  simp only [Matrix.add_apply, Matrix.mul_apply, ← Finset.sum_add_distrib]
  exact HasDerivAt.fun_sum fun k _ => (hF i k).fun_mul (hG k j)
```

Using it twice, first for $M^TJ$ and then for $(M^TJ)M$, gives the derivative of the transported form.

```lean
/-- The rate of change of the symplectic form carried along by the flow. -/
theorem pullback_deriv {K : ℝ → Matrix n n ℝ} {γ : ℝ} {M : ℝ → Matrix (n ⊕ n) (n ⊕ n) ℝ}
    (h : IsFundamental K γ M) (t : ℝ) (i j : n ⊕ n) :
    HasDerivAt (fun s => ((M s)ᵀ * sympl n ℝ * M s) i j)
      (((M t)ᵀ * ((generator (K t) γ)ᵀ * sympl n ℝ + sympl n ℝ * generator (K t) γ)
        * M t) i j) t := by
  have h1 := hasDerivAt_mul_entry (F := fun s => (M s)ᵀ) (G := fun _ => sympl n ℝ)
    (F' := (generator (K t) γ * M t)ᵀ) (G' := 0) (t := t)
    (fun i j => h.ode t j i) (fun i j => hasDerivAt_const t (sympl n ℝ i j))
  have h2 := hasDerivAt_mul_entry (F := fun s => (M s)ᵀ * sympl n ℝ) (G := M)
    h1 (h.ode t) i j
  refine h2.congr_deriv (congrFun (congrFun ?_ i) j)
  simp only [Matrix.transpose_mul, Matrix.mul_zero, add_zero, Matrix.mul_add,
    Matrix.add_mul, Matrix.mul_assoc]
  rfl
```

The next theorem is the first claim. The friction in it is linear with the same rate $\gamma$ in every degree of freedom, as built into `generator`. `hd` states that each entry of $e^{\gamma s}M^TJM$ has zero derivative: symmetry removes the defect, and the two remaining terms cancel. `is_const_of_deriv_eq_zero` then equates the values at $t$ and $0$, and the last line multiplies by $e^{-\gamma t}$.

```lean
/-- With symmetric stiffness and linear friction, the flow multiplies the symplectic form
by `exp (-γ t)`. -/
theorem conformally_symplectic {K : ℝ → Matrix n n ℝ} {γ : ℝ}
    {M : ℝ → Matrix (n ⊕ n) (n ⊕ n) ℝ} (h : IsFundamental K γ M)
    (hK : ∀ t, (K t).IsSymm) (t : ℝ) :
    (M t)ᵀ * sympl n ℝ * M t = Real.exp (-γ * t) • sympl n ℝ := by
  ext i j
  -- the rescaled form is a constant of the motion
  have hd : ∀ s, HasDerivAt
      (fun s => Real.exp (γ * s) * ((M s)ᵀ * sympl n ℝ * M s) i j) 0 s := by
    intro s
    have h1 := pullback_deriv h s i j
    rw [generator_defect, (hK s).eq, sub_self, fromBlocks_zero, add_zero,
      Matrix.mul_smul, Matrix.smul_mul] at h1
    have h2 := ((hasDerivAt_id' s).const_mul γ).exp
    refine (h2.fun_mul h1).congr_deriv ?_
    simp only [Matrix.smul_apply, smul_eq_mul]
    ring
  have hc := is_const_of_deriv_eq_zero (fun s => (hd s).differentiableAt)
    (fun s => (hd s).deriv) t 0
  simp only [h.init, mul_zero, Real.exp_zero, Matrix.transpose_one,
    Matrix.mul_one, one_mul] at hc
  have he : Real.exp (-γ * t) * Real.exp (γ * t) = 1 := by
    rw [← Real.exp_add]; simp
  rw [Matrix.smul_apply, smul_eq_mul]
  linear_combination Real.exp (-γ * t) * hc - ((M t)ᵀ * sympl n ℝ * M t) i j * he
```

The explicit inverse holds over any field and for any nonzero factor $c$.

```lean
/-- A matrix that rescales the symplectic form by `c ≠ 0` has the explicit inverse
`-c⁻¹ J Mᵀ J`. -/
theorem conformal_inverse {F : Type*} [Field F] {M : Matrix (n ⊕ n) (n ⊕ n) F} {c : F}
    (hc : c ≠ 0) (h : Mᵀ * sympl n F * M = c • sympl n F) :
    ((-c⁻¹) • (sympl n F * Mᵀ * sympl n F)) * M = 1 := by
  have e : sympl n F * Mᵀ * sympl n F * M = sympl n F * (Mᵀ * sympl n F * M) := by
    simp only [Matrix.mul_assoc]
  rw [Matrix.smul_mul, e, h, Matrix.mul_smul, sympl_sq, smul_smul, neg_mul,
    inv_mul_cancel₀ hc]
  simp
```

In the converse, `h1.unique h2` compares the two derivatives of the same entry, and `h0` records the result $M^TDM=0$. The matrix `N` is the inverse of $M(t)$, and the `calc` block uses it to remove $M$ from both sides. The upper left block of $D=0$ is the symmetry of $K(t)$.

```lean
/-- Conversely, if the flow multiplies the symplectic form by `exp (-γ t)` at all times,
the stiffness matrix is symmetric at all times. -/
theorem symmetric_of_conformal {K : ℝ → Matrix n n ℝ} {γ : ℝ}
    {M : ℝ → Matrix (n ⊕ n) (n ⊕ n) ℝ} (h : IsFundamental K γ M)
    (hM : ∀ t, (M t)ᵀ * sympl n ℝ * M t = Real.exp (-γ * t) • sympl n ℝ) (t : ℝ) :
    (K t).IsSymm := by
  -- compare the two expressions for the derivative of the transported form
  have h0 : (M t)ᵀ * fromBlocks ((K t)ᵀ - K t) 0 0 0 * M t = 0 := by
    ext i j
    have h1 := pullback_deriv h t i j
    rw [generator_defect, Matrix.mul_add, Matrix.add_mul, Matrix.mul_smul,
      Matrix.smul_mul, hM t] at h1
    simp only [hM, Matrix.add_apply, Matrix.smul_apply, smul_eq_mul] at h1
    have h2 := (((hasDerivAt_id' t).const_mul (-γ)).exp).mul_const (sympl n ℝ i j)
    have h3 := h1.unique h2
    rw [Matrix.zero_apply]
    linear_combination h3
  -- the flow is invertible, so it can be removed on both sides
  obtain ⟨N, hN⟩ : ∃ N, M t * N = 1 :=
    ⟨_, mul_eq_one_comm.1 (conformal_inverse (Real.exp_pos _).ne' (hM t))⟩
  have hS : fromBlocks ((K t)ᵀ - K t) 0 0 (0 : Matrix n n ℝ) = 0 := by
    calc fromBlocks ((K t)ᵀ - K t) 0 0 (0 : Matrix n n ℝ)
        = (M t * N)ᵀ * fromBlocks ((K t)ᵀ - K t) 0 0 0 * (M t * N) := by
          rw [hN, Matrix.transpose_one, Matrix.one_mul, Matrix.mul_one]
      _ = Nᵀ * ((M t)ᵀ * fromBlocks ((K t)ᵀ - K t) 0 0 0 * M t) * N := by
          simp only [Matrix.transpose_mul, Matrix.mul_assoc]
      _ = 0 := by rw [h0, Matrix.mul_zero, Matrix.zero_mul]
  have hz : (K t)ᵀ - K t = 0 := by
    ext i j
    exact congrFun (congrFun hS (Sum.inl i)) (Sum.inl j)
  exact sub_eq_zero.1 hz
```

## The eigenvalue pairs

The pairing is a statement about a single matrix and involves no differential equation. `key` is the relation $z\,M^T(Jv)=c\,Jv$, and `hT` is the eigenvalue equation for the transpose. The passage from $M^T$ to $M$ goes through determinants: `Matrix.exists_mulVec_eq_zero_iff` says that a determinant vanishes exactly when the matrix annihilates some nonzero vector.

```lean
/-- If a matrix rescales the symplectic form by `c ≠ 0`, its eigenvalues are nonzero and
come in pairs `z`, `c / z`. -/
theorem eigenvalue_pairing {F : Type*} [Field F] {M : Matrix (n ⊕ n) (n ⊕ n) F} {c z : F}
    (hc : c ≠ 0) (h : Mᵀ * sympl n F * M = c • sympl n F) (hz : IsEigenvalue M z) :
    z ≠ 0 ∧ IsEigenvalue M (c / z) := by
  obtain ⟨v, hv, hMv⟩ := hz
  have key : z • (Mᵀ *ᵥ (sympl n F *ᵥ v)) = c • (sympl n F *ᵥ v) := by
    have h1 := congrArg (fun A => A *ᵥ v) h
    simp only [← Matrix.mulVec_mulVec, hMv, Matrix.mulVec_smul, Matrix.smul_mulVec] at h1
    exact h1
  have hJ : sympl n F *ᵥ v ≠ 0 := by
    intro h0
    have h1 := congrArg (fun w => sympl n F *ᵥ w) h0
    simp only [Matrix.mulVec_mulVec, sympl_sq, Matrix.neg_mulVec, Matrix.one_mulVec,
      Matrix.mulVec_zero, neg_eq_zero] at h1
    exact hv h1
  have hz0 : z ≠ 0 := by
    rintro rfl
    rw [zero_smul] at key
    exact (smul_ne_zero hc hJ) key.symm
  refine ⟨hz0, ?_⟩
  -- `J v` is an eigenvector of the transpose, which has the same eigenvalues
  have hT : Mᵀ *ᵥ (sympl n F *ᵥ v) = (c / z) • (sympl n F *ᵥ v) := by
    rw [div_eq_inv_mul, mul_smul, ← key, smul_smul, inv_mul_cancel₀ hz0, one_smul]
  have hdet : (Mᵀ - (c / z) • (1 : Matrix (n ⊕ n) (n ⊕ n) F)).det = 0 :=
    Matrix.exists_mulVec_eq_zero_iff.1 ⟨_, hJ, by
      rw [Matrix.sub_mulVec, Matrix.smul_mulVec, Matrix.one_mulVec, hT, sub_self]⟩
  have hdet' : (M - (c / z) • (1 : Matrix (n ⊕ n) (n ⊕ n) F)).det = 0 := by
    rw [← Matrix.det_transpose, Matrix.transpose_sub, Matrix.transpose_smul,
      Matrix.transpose_one, hdet]
  obtain ⟨w, hw, hw0⟩ := Matrix.exists_mulVec_eq_zero_iff.2 hdet'
  rw [Matrix.sub_mulVec, Matrix.smul_mulVec, Matrix.one_mulVec, sub_eq_zero] at hw0
  exact ⟨w, hw, hw0⟩
```

The theorem concerns eigenvalues as numbers and says nothing about their multiplicities.

A real flow can have complex eigenvalues, as an underdamped oscillator does. The entries of $M(t)$ are therefore mapped into $\mathbb C$, where the scaling law carries over and the general pairing applies with $c=e^{-\gamma t}$.

```lean
/-- For the damped flow with symmetric stiffness, every complex eigenvalue `z` of `M t` is
nonzero, and `exp (-γ t) / z` is an eigenvalue as well. -/
theorem damped_eigenvalue_pairing {K : ℝ → Matrix n n ℝ} {γ : ℝ}
    {M : ℝ → Matrix (n ⊕ n) (n ⊕ n) ℝ} (h : IsFundamental K γ M)
    (hK : ∀ t, (K t).IsSymm) (t : ℝ) {z : ℂ}
    (hz : IsEigenvalue ((M t).map Complex.ofRealHom) z) :
    z ≠ 0 ∧ IsEigenvalue ((M t).map Complex.ofRealHom) ((Real.exp (-γ * t) : ℂ) / z) := by
  have hJ : (sympl n ℝ).map Complex.ofRealHom = sympl n ℂ := by
    ext (i | i) (j | j) <;> simp [sympl, Matrix.one_apply, apply_ite]
  refine eigenvalue_pairing (Complex.ofReal_ne_zero.2 (Real.exp_pos _).ne') ?_ hz
  rw [← hJ, ← Matrix.transpose_map, ← Matrix.map_mul, ← Matrix.map_mul,
    conformally_symplectic h hK t]
  ext i j
  simp only [Matrix.map_apply, Matrix.smul_apply, smul_eq_mul, map_mul,
    Complex.ofRealHom_eq_coe]
```

## Critically damped oscillators

An explicit flow shows that the hypotheses can be met for every finite number of degrees of freedom. For $K=1$ and $\gamma=2$, each coordinate obeys $q''+2q'+q=0$. A unit initial displacement evolves as $(1+t)e^{-t}$, and a unit initial momentum produces the displacement $te^{-t}$.

```lean
/-- The explicit flow `exp (-t) [[1 + t, t], [-t, 1 - t]]` in each degree of freedom. -/
def criticalFlow (n : Type*) [DecidableEq n] (t : ℝ) : Matrix (n ⊕ n) (n ⊕ n) ℝ :=
  Real.exp (-t) • fromBlocks ((1 + t) • 1) (t • 1) ((-t) • 1) ((1 - t) • 1)
```

In the verification, `hd` differentiates the common form $e^{-s}(a+bs)d$, and the four blocks are four choices of $a$ and $b$.

```lean
/-- The explicit flow is the fundamental matrix for unit stiffness and friction `γ = 2`,
and the unit stiffness matrix is symmetric. -/
theorem isFundamental_witness :
    IsFundamental (fun _ => (1 : Matrix n n ℝ)) 2 (criticalFlow n) ∧
      (1 : Matrix n n ℝ).IsSymm := by
  refine ⟨⟨by simp [criticalFlow, fromBlocks_one], ?_⟩, Matrix.transpose_one⟩
  intro t i j
  have hd : ∀ a b d : ℝ, HasDerivAt (fun s => Real.exp (-s) * ((a + b * s) * d))
      (Real.exp (-t) * ((b - a - b * t) * d)) t := by
    intro a b d
    have h1 := (hasDerivAt_id' t).fun_neg.exp
    have h2 := (((hasDerivAt_id' t).const_mul b).const_add a).mul_const d
    exact (h1.fun_mul h2).congr_deriv (by ring)
  rcases i with i | i <;> rcases j with j | j
  on_goal 1 => convert hd 1 1 ((1 : Matrix n n ℝ) i j) using 1
  on_goal 3 => convert hd 0 1 ((1 : Matrix n n ℝ) i j) using 1
  on_goal 5 => convert hd 0 (-1) ((1 : Matrix n n ℝ) i j) using 1
  on_goal 7 => convert hd 1 (-1) ((1 : Matrix n n ℝ) i j) using 1
  all_goals
    try funext s
    simp only [criticalFlow, generator, Matrix.mul_smul, fromBlocks_multiply,
      Matrix.smul_apply, fromBlocks_apply₁₁, fromBlocks_apply₁₂, fromBlocks_apply₂₁,
      fromBlocks_apply₂₂, Matrix.add_apply, Matrix.mul_one, Matrix.neg_apply,
      Matrix.zero_apply, smul_eq_mul, smul_zero]
    ring

end

end ConformallySymplecticFriction
```

For one degree of freedom this flow has the single eigenvalue $e^{-t}$, which is its own partner, since $e^{-2t}/e^{-t}=e^{-t}$.

```lean
#print axioms ConformallySymplecticFriction.conformally_symplectic
-- 'ConformallySymplecticFriction.conformally_symplectic' depends on axioms: [propext, Classical.choice, Quot.sound]
#print axioms ConformallySymplecticFriction.symmetric_of_conformal
-- 'ConformallySymplecticFriction.symmetric_of_conformal' depends on axioms: [propext, Classical.choice, Quot.sound]
#print axioms ConformallySymplecticFriction.damped_eigenvalue_pairing
-- 'ConformallySymplecticFriction.damped_eigenvalue_pairing' depends on axioms: [propext, Classical.choice, Quot.sound]
```
